# Three atoms on seven sites: equal intensities at every order not divisible by 7, no inversion centre

**Q:** Let me state your conventions before I object to them. A one-dimensional periodic cell has $N \ge 1$ grid sites, labelled by the integers modulo $N$. A structure is a finite set $S$ of occupied sites, each carrying an atom of scattering factor 1. The structure factor at order $h$ is

$$F(h) = \sum_{x \in S} e^{2\pi i h x/N},$$

with a plus sign in the exponent and no division by $N$ or by the number of atoms $|S|$. The Patterson function $P(d)$ counts ordered pairs $(x,y)$ of atoms with $x - y = d$, including $x = y$. Is that what the code says?

**A:** Yes. `ZMod N` is the set of sites and also the set of orders $h$, and `Finset (ZMod N)` is the type of structures. Integer orders that differ by a multiple of $N$ have the same $F$, so they count as one order here, and "nonzero $h$" means an order that is not a multiple of $N$. The example is `atoms`, the set $\{0,1,3\}$ for $N = 7$.

In Lean 4 with Mathlib:

```lean
import Mathlib

open Finset

namespace FlatIntensityWithoutInversion

noncomputable section

/-- The structure factor `F(h)` of unit atoms on the sites `S` of a cell with `N` grid points. -/
def structureFactor {N : ℕ} [NeZero N] (S : Finset (ZMod N)) (h : ZMod N) : ℂ :=
  ∑ x ∈ S, ZMod.stdAddChar (h * x)

/-- The Patterson function: the number of ordered pairs of atoms with separation `d`. -/
def patterson {N : ℕ} (S : Finset (ZMod N)) (d : ZMod N) : ℕ :=
  ((S ×ˢ S).filter (fun p => p.1 - p.2 = d)).card

/-- Three unit atoms on the sites 0, 1 and 3 of a seven-site cell. -/
def atoms : Finset (ZMod 7) := {0, 1, 3}
```

**Q:** I see no exponential in `structureFactor`, only something called `stdAddChar`.

**A:** That is the standard additive character, which I will write $\chi(n) = e^{2\pi i n/N}$. The first theorem recovers the textbook formula: it writes $hx$ as the residue of an ordinary integer product, on which the character is the exponential by a Mathlib lemma.

```lean
/-- The structure factor is the usual sum of phase factors `exp(2πi h x / N)`. -/
theorem structureFactor_eq_exp {N : ℕ} [NeZero N] (S : Finset (ZMod N)) (h : ZMod N) :
    structureFactor S h =
      ∑ x ∈ S, Complex.exp (2 * Real.pi * Complex.I * (h.val * x.val) / N) := by
  refine Finset.sum_congr rfl fun x _ => ?_
  have e : h * x = (((h.val * x.val : ℕ) : ℤ) : ZMod N) := by simp
  rw [e, ZMod.stdAddChar_coe, Int.cast_natCast, Nat.cast_mul]
```

**Q:** Then derive the intensities for me.

**A:** Multiply $F$ by its conjugate and collect pairs by separation:

$$|F(h)|^2 = \sum_{x,y \in S} \chi(h(x-y)) = \sum_d P(d)\,\chi(hd).$$

The proof does the same. `AddChar.map_neg_eq_conj` turns conjugation into a sign change in the argument, and `Finset.sum_fiberwise` does the collecting.

```lean
/-- The intensity `|F(h)|²` is the Fourier sum of the Patterson function. -/
theorem intensity_eq_patterson_sum {N : ℕ} [NeZero N] (S : Finset (ZMod N)) (h : ZMod N) :
    ((‖structureFactor S h‖ ^ 2 : ℝ) : ℂ) =
      ∑ d : ZMod N, (patterson S d : ℂ) * ZMod.stdAddChar (h * d) := by
  -- the product of F and its conjugate is a sum over pairs of atoms
  have h1 : ((‖structureFactor S h‖ ^ 2 : ℝ) : ℂ) =
      ∑ p ∈ S ×ˢ S, ZMod.stdAddChar (h * (p.1 - p.2)) := by
    rw [← Complex.normSq_eq_norm_sq, ← Complex.mul_conj, structureFactor, map_sum,
      Finset.sum_mul_sum, Finset.sum_product]
    refine Finset.sum_congr rfl fun x _ => Finset.sum_congr rfl fun y _ => ?_
    rw [← AddChar.map_neg_eq_conj, ← AddChar.map_add_eq_mul]
    congr 1
    ring
  -- group the pairs by their separation
  rw [h1, ← Finset.sum_fiberwise (S ×ˢ S) (fun p => p.1 - p.2)]
  refine Finset.sum_congr rfl fun d _ => ?_
  have h2 : ∀ p ∈ (S ×ˢ S).filter (fun p => p.1 - p.2 = d),
      (ZMod.stdAddChar (h * (p.1 - p.2)) : ℂ) = ZMod.stdAddChar (h * d) := by
    intro p hp
    rw [(Finset.mem_filter.mp hp).2]
  rw [Finset.sum_congr rfl h2, Finset.sum_const, nsmul_eq_mul, patterson]
```

At $d = 0$ only the pairs $(x,x)$ count, so $P(0) = |S|$.

```lean
/-- The Patterson function at the origin equals the number of atoms. -/
theorem patterson_zero {N : ℕ} (S : Finset (ZMod N)) : patterson S 0 = S.card := by
  have h1 : (S ×ˢ S).filter (fun p => p.1 - p.2 = 0) = S.image (fun x => (x, x)) := by
    ext ⟨a, b⟩
    simp only [Finset.mem_filter, Finset.mem_product, Finset.mem_image, Prod.mk.injEq,
      sub_eq_zero]
    constructor
    · rintro ⟨⟨ha, _⟩, rfl⟩
      exact ⟨a, ha, rfl, rfl⟩
    · rintro ⟨x, hx, rfl, rfl⟩
      exact ⟨⟨hx, hx⟩, rfl⟩
  rw [patterson, h1, Finset.card_image_of_injective _ (fun a b hab => congrArg Prod.fst hab)]
```

**Q:** And why should the result be independent of $h$?

**A:** Suppose every nonzero separation occurs $m$ times. Then $P$ is the constant $m$ plus a peak of height $|S| - m$ at the origin, and for $h \ne 0$

$$|F(h)|^2 = m\sum_d \chi(hd) + (|S| - m) = |S| - m,$$

because the character sum vanishes. In the code, `key` is the splitting of $P$.

```lean
/-- If every nonzero separation occurs `m` times, then `|F(h)|²` equals the number of atoms
minus `m` at every nonzero `h`. -/
theorem intensity_flat {N : ℕ} [NeZero N] (S : Finset (ZMod N)) (m : ℕ)
    (hS : ∀ d, d ≠ 0 → patterson S d = m) (h : ZMod N) (hh : h ≠ 0) :
    ‖structureFactor S h‖ ^ 2 = (S.card : ℝ) - m := by
  -- the Patterson function is a constant plus a peak at the origin
  have key : ∀ d : ZMod N, (patterson S d : ℂ) * ZMod.stdAddChar (h * d) =
      (m : ℂ) * ZMod.stdAddChar (d * h) + if d = 0 then (S.card : ℂ) - m else 0 := by
    intro d
    by_cases hd : d = 0
    · subst hd
      simp [patterson_zero]
    · rw [hS d hd, if_neg hd, add_zero, mul_comm h d]
  apply Complex.ofReal_injective
  -- the constant part drops out by orthogonality of characters
  rw [intensity_eq_patterson_sum, Finset.sum_congr rfl (fun d _ => key d),
    Finset.sum_add_distrib, ← Finset.mul_sum,
    AddChar.sum_mulShift h (ZMod.isPrimitive_stdAddChar N), if_neg hh]
  simp
```

**Q:** If $N$ is composite, $h$ may share a factor with it. Does the sum still vanish?

**A:** It does, and the proof turns on the Mathlib lemma that says so. `AddChar.sum_mulShift` states that $\sum_d \chi(dh)$ is the number of sites if $h = 0$ and zero otherwise, provided that $\chi$ is primitive: for every $h \neq 0$, the map $d \mapsto \chi(dh)$ is not identically 1. `ZMod.isPrimitive_stdAddChar` supplies this for every $N \ge 1$. Nontriviality is enough: pick $a$ with $\chi(ah) \ne 1$. Shifting $d$ by $a$ multiplies the sum by $\chi(ah)$ and leaves it unchanged, so it is zero. No invertibility of $h$ is needed.

**Q:** What do units have to do with it?

**A:** A unit is a residue $u$ with a multiplicative inverse modulo $N$. It sends nonzero $h$ to nonzero $uh$, where the intensity has the same value; $h = 0$ stays put.

```lean
/-- If every nonzero separation occurs equally often, the intensities are invariant under
multiplication of `h` by any unit. -/
theorem intensity_unit_invariant {N : ℕ} [NeZero N] (S : Finset (ZMod N)) (m : ℕ)
    (hS : ∀ d, d ≠ 0 → patterson S d = m) (u : (ZMod N)ˣ) (h : ZMod N) :
    ‖structureFactor S (u * h)‖ ^ 2 = ‖structureFactor S h‖ ^ 2 := by
  by_cases hh : h = 0
  · rw [hh, mul_zero]
  · have hu : (u : ZMod N) * h ≠ 0 := fun h0 => hh ((Units.mul_right_eq_zero u).mp h0)
    rw [intensity_flat S m hS _ hu, intensity_flat S m hS h hh]
```

**Q:** Invariance under $u = -1$ is just Friedel's law. Any real density has it.

**A:** Agreed, and that is why it cannot reveal an inversion centre. For $N = 7$, the units other than $1$ and $-1$ are arithmetic symmetries of the grid and not rigid motions of a crystal. Here the intensities have all of them, and the structure still has no centre.

**Q:** Show me that. And what about a centre that lies between grid points?

**A:** An inversion is $x \mapsto c - x$, with its centre at $c/2$. If it carries an atom at $x$ to an atom at $y$, then $c = x + y$ is a grid value, so letting $c$ run over `ZMod N` misses nothing.

Now assume that no nonzero separation occurs twice and that the inversion preserves $S$. For distinct atoms $x, y$, the pair $(c-y,\,c-x)$ also consists of atoms and has separation $x - y$. The two pairs must coincide, so $x = c - y$. With three distinct atoms $a, b, e$ this gives $a = c - b$ and $e = c - b$, hence $a = e$, a contradiction. Two atoms would not do, since $c = x + y$ exchanges them.

```lean
/-- A structure of at least three atoms in which no nonzero separation occurs twice is not
preserved by any inversion `x ↦ c - x`. -/
theorem no_inversion_centre {N : ℕ} (S : Finset (ZMod N))
    (hS : ∀ d, d ≠ 0 → patterson S d ≤ 1) (hcard : 2 < S.card) (c : ZMod N) :
    S.image (fun x => c - x) ≠ S := by
  intro hc
  have hm : ∀ z ∈ S, c - z ∈ S := by
    intro z hz
    have h1 := Finset.mem_image_of_mem (fun x => c - x) hz
    rw [hc] at h1
    exact h1
  -- the pairs (x, y) and (c - y, c - x) have the same separation, so they coincide
  have pair : ∀ x ∈ S, ∀ y ∈ S, x ≠ y → x = c - y := by
    intro x hx y hy hxy
    have h1 := hS (x - y) (sub_ne_zero.mpr hxy)
    rw [patterson, Finset.card_le_one] at h1
    have h2 := h1 (x, y) (Finset.mem_filter.mpr ⟨Finset.mem_product.mpr ⟨hx, hy⟩, rfl⟩)
      (c - y, c - x) (Finset.mem_filter.mpr
        ⟨Finset.mem_product.mpr ⟨hm y hy, hm x hx⟩, by dsimp only; ring⟩)
    exact congrArg Prod.fst h2
  -- two different atoms would both be the inverted image of a third
  obtain ⟨a, b, e, ha, hb, he, hab, hae, hbe⟩ := Finset.two_lt_card_iff.mp hcard
  exact hae ((pair a ha b hb hab).trans (pair e he b hb hbe.symm).symm)
```

In the proof, `hm` says that inverted atoms are atoms, `pair` is the coincidence argument, and the last line is the clash between $a$ and $e$.

**Q:** Does $\{0,1,3\}$ meet both conditions?

**A:** Its nonzero differences modulo 7 are

$$1-0=1,\quad 3-1=2,\quad 3-0=3,\quad 0-3=4,\quad 1-3=5,\quad 0-1=6,$$

each exactly once. The code checks this by finite evaluation, with `decide +kernel`.

```lean
/-- In the seven-site structure every nonzero separation occurs exactly once. -/
theorem atoms_patterson : ∀ d : ZMod 7, d ≠ 0 → patterson atoms d = 1 := by
  decide +kernel
```

So $m = 1$ and $|S| = 3$, which gives $|F(h)|^2 = 3 - 1 = 2$ for $h \ne 0$. The main theorem joins this value, the invariance under units and the absence of an inversion.

```lean
/-- Unit atoms on {0, 1, 3} in a seven-site cell have `|F(h)|² = 2` for all nonzero `h` and
intensities invariant under all units, yet no inversion `x ↦ c - x` preserves the atom set. -/
theorem flat_intensity_without_inversion :
    (∀ h : ZMod 7, h ≠ 0 → ‖structureFactor atoms h‖ ^ 2 = 2) ∧
    (∀ (u : (ZMod 7)ˣ) (h : ZMod 7),
      ‖structureFactor atoms (u * h)‖ ^ 2 = ‖structureFactor atoms h‖ ^ 2) ∧
    (∀ c : ZMod 7, atoms.image (fun x => c - x) ≠ atoms) := by
  have hcard : atoms.card = 3 := by decide +kernel
  refine ⟨fun h hh => ?_, intensity_unit_invariant atoms 1 atoms_patterson,
    no_inversion_centre atoms (fun d hd => (atoms_patterson d hd).le) (by omega)⟩
  rw [intensity_flat atoms 1 atoms_patterson h hh, hcard]
  norm_num
```

**Q:** Which multiplications does the structure itself respect?

**A:** Those by 1, 2 and 4, if a translation is allowed afterwards. For instance, doubling gives $\{0,2,6\}$, and adding 1 returns $\{1,3,0\}$. The last theorem tests all seven values of $u$ and finds no others, so the intensities have six multipliers and the structure three.

```lean
/-- Some map `x ↦ u x + c` preserves the seven-site structure exactly when `u` is 1, 2 or 4. -/
theorem atoms_multipliers : ∀ u : ZMod 7,
    (∃ c : ZMod 7, atoms.image (fun x => u * x + c) = atoms) ↔ (u = 1 ∨ u = 2 ∨ u = 4) := by
  decide +kernel

end

end FlatIntensityWithoutInversion
```

```lean
#print axioms FlatIntensityWithoutInversion.structureFactor_eq_exp
#print axioms FlatIntensityWithoutInversion.flat_intensity_without_inversion
#print axioms FlatIntensityWithoutInversion.atoms_multipliers
```

```
'FlatIntensityWithoutInversion.structureFactor_eq_exp' depends on axioms: [propext, Classical.choice, Quot.sound]
'FlatIntensityWithoutInversion.flat_intensity_without_inversion' depends on axioms: [propext, Classical.choice, Quot.sound]
'FlatIntensityWithoutInversion.atoms_multipliers' depends on axioms: [propext, Classical.choice, Quot.sound]
```

**Q:** Where would I meet this in a calculation?

**A:** Put the density `[1,1,0,1,0,0,0]` through a discrete Fourier transform that has no prefactor in the forward direction, and square the moduli: you get 9 at $h = 0$ and 2 at the other six orders, up to rounding. A code with the opposite sign in the exponent gives the same intensities. The inverse transform of these numbers, with its factor $1/N$, is the Patterson function: 3 at the origin and 1 elsewhere.

**Q:** And how far does it reach towards real crystals?

**A:** The model has one dimension, identical point atoms on a grid, and single scattering, with no thermal motion or noise. Within it, the example shows that a symmetry of the intensities need not be a symmetry of the structure. The part that bears on space groups is $u = -1$: in this model the intensities at $h$ and $-h$ agree whether or not the structure has an inversion centre, so their agreement is no evidence for one.
